# For a 1/r² coupling, the static charge of a two-site bond fixes its dynamical charge

To find how the dipole of a polar bond changes when the bond is stretched, the model below takes, at each bond length separately, any normalised lowest eigenvector of a two-site Hamiltonian. These eigenvectors need not vary smoothly with the length, and their signs are free.

Site 0 has energy D/2, site 1 has energy −D/2, and the coupling between them is −t. A real state v has amplitudes v₀ and v₁, and its charge is the population difference

q = v₁² − v₀².

If two electrons fill the state and one electron per site counts as neutral, site 1 carries q extra electrons. Treat the site charges as points a bond length r apart, leaving out any dipole of the orbitals themselves. The dipole along the direction from site 1 to site 0 is then r q in units of the elementary charge, and d(r q)/dr is the dynamical charge for stretching the bond. In bond-orbital notation t is V₂, D/2 (not D) is V₃, and q is the polarity.

Dynamical charges set how strongly a bond-stretching vibration couples to an electric field; here they are computed for one isolated, non-interacting bond with fixed site energies. Going from this bond to a crystal, with its many bonds and its own ionic reference charges, is a further physical step that the hypotheses do not supply.

In Lean, `bondHamiltonian D t` is the matrix and `siteCharge v` is q. `IsGroundState H v` says that v is normalised and has an eigenvalue E no larger than any other eigenvalue F. Real vectors suffice because the matrix is real and symmetric.

```lean
import Mathlib

open Matrix Filter Topology

namespace BondCharge

noncomputable section

/-- The two-site bond Hamiltonian with site energies `D/2` and `-D/2` and coupling `-t`. -/
def bondHamiltonian (D t : ℝ) : Matrix (Fin 2) (Fin 2) ℝ :=
  !![D / 2, -t; -t, -D / 2]

/-- A ground state: a normalised real eigenvector whose eigenvalue is the lowest one. -/
def IsGroundState (H : Matrix (Fin 2) (Fin 2) ℝ) (v : Fin 2 → ℝ) : Prop :=
  v 0 ^ 2 + v 1 ^ 2 = 1 ∧
    ∃ E : ℝ, H *ᵥ v = E • v ∧ ∀ (F : ℝ) (w : Fin 2 → ℝ), w ≠ 0 → H *ᵥ w = F • w → E ≤ F

/-- The population of site 1 minus the population of site 0. -/
def siteCharge (v : Fin 2 → ℝ) : ℝ := v 1 ^ 2 - v 0 ^ 2
```

## (a) The eigenvalue equation by components

**Task.** Show that H v = E v is equivalent to the pair

(D/2) v₀ − t v₁ = E v₀
−t v₀ − (D/2) v₁ = E v₁.

**Solution.** These are the two rows of the matrix product. The Lean proof evaluates the vector equation at indices 0 and 1, and for the converse checks each index.

```lean
/-- The eigenvalue equation of the bond, written out for the two site amplitudes. -/
theorem eigen_iff (D t E : ℝ) (v : Fin 2 → ℝ) :
    bondHamiltonian D t *ᵥ v = E • v ↔
      D / 2 * v 0 - t * v 1 = E * v 0 ∧ -t * v 0 - D / 2 * v 1 = E * v 1 := by
  constructor
  · intro h
    have h0 := congrFun h 0
    have h1 := congrFun h 1
    simp [bondHamiltonian, Matrix.mulVec, dotProduct, Fin.sum_univ_two] at h0 h1
    exact ⟨by linarith, by linarith⟩
  · rintro ⟨h0, h1⟩
    ext i
    fin_cases i <;>
      simp [bondHamiltonian, Matrix.mulVec, dotProduct, Fin.sum_univ_two] <;> linarith
```

## (b) An explicit ground state

**Task.** Let D > 0, let t be any real number, and put h = √(D²/4 + t²). Show that a ground state is

v = (t, D/2 + h) / N, with N = √(t² + (D/2 + h)²).

**Solution.** Since D > 0, N is positive, and v is normalised. Without the common factor 1/N, the two rows give

(D/2) t − t (D/2 + h) = −h t
−t² − (D/2)(D/2 + h) = −h² − D h/2 = −h (D/2 + h),

so the energy is −h. The off-diagonal entries of H² cancel and its diagonal entries are h², so H² = h² I. If H w = F w with w ≠ 0, then F² = h², and therefore F ≥ −h.

In Lean, h is `halfGap` and v is `groundVector`. The proof supposes F < −h, which makes F² − h² positive. The equations `e0` and `e1` are the components of (F² − h²) w = 0, so w would vanish.

```lean
/-- Half the splitting between the two levels of the bond. -/
def halfGap (D t : ℝ) : ℝ := √(D ^ 2 / 4 + t ^ 2)

/-- An explicit normalised state of the bond, for `D > 0`. -/
def groundVector (D t : ℝ) : Fin 2 → ℝ :=
  ![t / √(t ^ 2 + (D / 2 + halfGap D t) ^ 2),
    (D / 2 + halfGap D t) / √(t ^ 2 + (D / 2 + halfGap D t) ^ 2)]

/-- For `D > 0` and any coupling, the explicit state `groundVector` is a ground state. -/
theorem groundState_witness {D : ℝ} (hD : 0 < D) (t : ℝ) :
    IsGroundState (bondHamiltonian D t) (groundVector D t) := by
  have hs : halfGap D t ^ 2 = D ^ 2 / 4 + t ^ 2 := Real.sq_sqrt (by positivity)
  have hs0 : 0 ≤ halfGap D t := Real.sqrt_nonneg _
  have h0 : groundVector D t 0 = t / √(t ^ 2 + (D / 2 + halfGap D t) ^ 2) := rfl
  have h1 : groundVector D t 1 =
      (D / 2 + halfGap D t) / √(t ^ 2 + (D / 2 + halfGap D t) ^ 2) := rfl
  have hX : 0 < t ^ 2 + (D / 2 + halfGap D t) ^ 2 := by positivity
  refine ⟨?_, -halfGap D t, (eigen_iff _ _ _ _).2 ⟨?_, ?_⟩, ?_⟩
  · rw [h0, h1, div_pow, div_pow, Real.sq_sqrt hX.le, ← add_div, div_self hX.ne']
  · rw [h0, h1]; ring
  · rw [h0, h1]
    linear_combination (1 / √(t ^ 2 + (D / 2 + halfGap D t) ^ 2)) * hs
  · -- every eigenvalue squares to the square of the half gap
    intro F w hw hF
    obtain ⟨a, b⟩ := (eigen_iff _ _ _ _).1 hF
    by_contra hlt
    have hne : F ^ 2 - halfGap D t ^ 2 ≠ 0 := by
      have : 0 < F ^ 2 - halfGap D t ^ 2 := by nlinarith [not_le.1 hlt]
      exact this.ne'
    have e0 : (F ^ 2 - halfGap D t ^ 2) * w 0 = 0 := by
      linear_combination (-F - D / 2) * a + t * b - w 0 * hs
    have e1 : (F ^ 2 - halfGap D t ^ 2) * w 1 = 0 := by
      linear_combination (-F + D / 2) * b + t * a - w 1 * hs
    apply hw
    ext i
    fin_cases i
    · exact (mul_eq_zero.1 e0).resolve_left hne
    · exact (mul_eq_zero.1 e1).resolve_left hne
```

## (c) Bond order against charge

**Task.** With the bond order b = 2 v₀ v₁, show that every ground state obeys

D b = 2 t q and q² + b² = 1.

**Solution.** Multiply the first row in (a) by v₁ and the second by v₀, then subtract. The energy drops out:

D v₀ v₁ − t (v₁² − v₀²) = 0.

Doubling this gives the first relation. For the second, normalisation gives

(v₁² − v₀²)² + 4 v₀² v₁² = (v₀² + v₁²)² = 1.

The two `linear_combination` lines carry out these steps. Only the eigenvalue equation and the norm are used, not the minimality of E.

```lean
/-- In a ground state of the bond, `D` times the bond order `2 v₀ v₁` equals `2t` times the site
charge, and the squares of the bond order and the site charge add up to one. -/
theorem bond_order_balance {D t : ℝ} {v : Fin 2 → ℝ}
    (hv : IsGroundState (bondHamiltonian D t) v) :
    D * (2 * v 0 * v 1) = 2 * t * siteCharge v ∧
      siteCharge v ^ 2 + (2 * v 0 * v 1) ^ 2 = 1 := by
  obtain ⟨hn, E, hE, -⟩ := hv
  obtain ⟨a, b⟩ := (eigen_iff _ _ _ _).1 hE
  unfold siteCharge
  constructor
  · linear_combination 2 * v 1 * a - 2 * v 0 * b
  · linear_combination (v 0 ^ 2 + v 1 ^ 2 + 1) * hn
```

## (d) The sign of the charge

**Task.** For D > 0, show that in a ground state

q > 0.

**Solution.** By (a), the orthogonal vector (−v₁, v₀) is an eigenvector with energy −E. Minimality gives E ≤ −E, so E ≤ 0. Taking the expectation value of H,

E = −(D/2) q − t b.

Multiply by D and use D b = 2 t q:

D E = −(D²/2 + 2t²) q.

The left side is at most zero and the bracket is positive, so q ≥ 0. If q were zero, D b = 0 would force b = 0, contradicting q² + b² = 1. Thus q is also the absolute population difference.

In the proof, `hE0` is the comparison with the orthogonal state and `hDE` is the last displayed equation.

```lean
/-- For `D > 0` the ground state has more population on the site of lower energy. -/
theorem siteCharge_pos {D t : ℝ} (hD : 0 < D) {v : Fin 2 → ℝ}
    (hv : IsGroundState (bondHamiltonian D t) v) : 0 < siteCharge v := by
  obtain ⟨hb, hq⟩ := bond_order_balance hv
  obtain ⟨hn, E, hE, hmin⟩ := hv
  obtain ⟨a, b⟩ := (eigen_iff _ _ _ _).1 hE
  -- the orthogonal state has energy -E, so E cannot be positive
  have hE0 : E ≤ -E := by
    apply hmin (-E) ![-v 1, v 0]
    · intro h
      have h0 : -v 1 = 0 := congrFun h 0
      have h1 : v 0 = 0 := congrFun h 1
      nlinarith
    · refine (eigen_iff _ _ _ _).2 ⟨?_, ?_⟩
      · change D / 2 * (-v 1) - t * v 0 = -E * (-v 1)
        linarith
      · change -t * (-v 1) - D / 2 * v 0 = -E * v 0
        linarith
  have hDE : D * E = -(D ^ 2 / 2 + 2 * t ^ 2) * siteCharge v := by
    unfold siteCharge at hb ⊢
    linear_combination (-D * E) * hn - D * v 0 * a - D * v 1 * b - t * hb
  have hDE0 : 0 ≤ D * (-E) := mul_nonneg hD.le (by linarith)
  have hK : 0 < D ^ 2 / 2 + 2 * t ^ 2 := by positivity
  by_contra hneg
  rcases (not_lt.1 hneg).lt_or_eq with h | h
  · have := mul_neg_of_pos_of_neg hK h
    linarith
  · rw [h, mul_zero] at hb
    have hz := (mul_eq_zero.1 hb).resolve_left hD.ne'
    rw [h, hz] at hq
    norm_num at hq
```

## (e) Stretching with a general local exponent

**Task.** Let D > 0 and r ≠ 0, and let the coupling satisfy t′(r) = −n t(r)/r for a real number n. Show that

d(r q)/dr = (1 + n) q − n q³.

**Solution.** Squaring D b = 2 t q and inserting b² = 1 − q² gives q² (D² + 4t²) = D². Since q and D are positive,

q = D/g, with g = √(D² + 4t²).

Differentiate:

g′ = 4 t t′/g = −4 n t²/(r g)
r q′ = −r D g′/g² = 4 n D t²/g³.

Now 4t² = g² − D², so

r q′ = n D (g² − D²)/g³ = n (q − q³).

Adding q gives the result.

The Lean hypothesis `hv` requires a ground state v(s) at every s near r. The step `key` replaces its charge by D/g, which does not depend on the eigenvector chosen, so v itself need not be differentiable. `HasDerivAt` then says that r q is differentiable at r with the stated derivative.

```lean
/-- Let the coupling have local exponent `n` at the bond length `r ≠ 0`, that is
`t' = -n t / r`. Then for `D > 0` the ground-state charge `q` obeys
`d(r q)/dr = (1 + n) q - n q³`. -/
theorem dynamicalCharge_of_exponent {D r n : ℝ} (hD : 0 < D) (hr : r ≠ 0) {t : ℝ → ℝ}
    (ht : HasDerivAt t (-(n * t r / r)) r) {v : ℝ → Fin 2 → ℝ}
    (hv : ∀ᶠ s in 𝓝 r, IsGroundState (bondHamiltonian D (t s)) (v s)) :
    HasDerivAt (fun s => s * siteCharge (v s))
      ((1 + n) * siteCharge (v r) - n * siteCharge (v r) ^ 3) r := by
  -- the charge as a function of the coupling
  have key : ∀ s, IsGroundState (bondHamiltonian D (t s)) (v s) →
      siteCharge (v s) = D / √(D ^ 2 + 4 * t s ^ 2) := by
    intro s h
    obtain ⟨hb, hq⟩ := bond_order_balance h
    have hX : 0 < D ^ 2 + 4 * t s ^ 2 := by positivity
    rw [eq_div_iff (Real.sqrt_pos.2 hX).ne']
    refine (sq_eq_sq₀ (mul_nonneg (siteCharge_pos hD h).le (Real.sqrt_nonneg _)) hD.le).1 ?_
    rw [mul_pow, Real.sq_sqrt hX.le]
    linear_combination D ^ 2 * hq -
      (D * (2 * v s 0 * v s 1) + 2 * t s * siteCharge (v s)) * hb
  have hX : 0 < D ^ 2 + 4 * t r ^ 2 := by positivity
  have hg : √(D ^ 2 + 4 * t r ^ 2) ≠ 0 := (Real.sqrt_pos.2 hX).ne'
  have hg2 : √(D ^ 2 + 4 * t r ^ 2) ^ 2 = D ^ 2 + 4 * t r ^ 2 := Real.sq_sqrt hX.le
  have hd := (hasDerivAt_id' r).fun_mul ((hasDerivAt_const r D).fun_div
    ((((ht.fun_pow 2).const_mul 4).const_add (D ^ 2)).sqrt hX.ne') hg)
  rw [key r hv.self_of_nhds]
  refine (hd.congr_of_eventuallyEq ?_).congr_deriv ?_
  · filter_upwards [hv] with s h
    rw [key s h]
  · generalize √(D ^ 2 + 4 * t r ^ 2) = g at hg hg2 ⊢
    have hT : t r ^ 2 = (g ^ 2 - D ^ 2) / 4 := by linarith
    calc _ = D / g + 4 * n * D * t r ^ 2 / g ^ 3 := by
          norm_num
          field_simp
      _ = _ := by
          rw [hT]
          field_simp
          ring
```

## (f) A cubic with a double root

**Task.** For every real q, show that

√2 − (3q − 2q³) = 2 (q − √2/2)² (q + √2).

**Solution.** Expand the right side:

2 (q² − √2 q + 1/2)(q + √2) = 2 (q³ − 3q/2 + √2/2) = 2q³ − 3q + √2.

Lean needs only the fact (√2)² = 2 for this.

```lean
/-- For every real `q`, the difference `√2 - (3q - 2q³)` is twice the square of `q - √2/2` times
`q + √2`. -/
theorem charge_gap (q : ℝ) :
    √2 - (3 * q - 2 * q ^ 3) = 2 * (q - √2 / 2) ^ 2 * (q + √2) := by
  have h2 : √2 ^ 2 = (2 : ℝ) := Real.sq_sqrt (by norm_num)
  linear_combination (3 * q / 2 - √2 / 2) * h2
```

## (g) The inverse-square bond

**Task.** Let D, C > 0 and t = C/r². The power law represents the weakening of orbital coupling as the atoms separate, and C sets its strength. Show that at every r > 0

d(r q)/dr = 3q − 2q³, with q < 3q − 2q³ ≤ √2.

**Solution.** Here t′ = −2C/r³ = −2t/r, so (e) applies with n = 2. For the lower bound,

(3q − 2q³) − q = 2q (1 − q²).

By (d), q > 0. As t > 0, b = 2 t q/D is non-zero, so q² = 1 − b² < 1 and the difference is positive. The upper bound follows from (f), whose right side is non-negative for q > 0.

The theorem accepts any family v of ground states on s > 0, and (b) supplies one. In the proof `ht` is the derivative of the coupling, and `hbo` is the non-zero bond order. A model that held q fixed during the stretch would give only q for the dynamical charge.

```lean
/-- Dynamical charge of the bond: for `D, C > 0` and coupling `C/r²`, the ground-state charge `q`
obeys `d(r q)/dr = 3q - 2q³` at every `r > 0`; this exceeds `q` and is at most `√2`. -/
theorem dynamicalCharge {D C r : ℝ} (hD : 0 < D) (hC : 0 < C) (hr : 0 < r)
    {v : ℝ → Fin 2 → ℝ}
    (hv : ∀ s, 0 < s → IsGroundState (bondHamiltonian D (C / s ^ 2)) (v s)) :
    HasDerivAt (fun s => s * siteCharge (v s))
        (3 * siteCharge (v r) - 2 * siteCharge (v r) ^ 3) r ∧
      siteCharge (v r) < 3 * siteCharge (v r) - 2 * siteCharge (v r) ^ 3 ∧
      3 * siteCharge (v r) - 2 * siteCharge (v r) ^ 3 ≤ √2 := by
  have hq := siteCharge_pos hD (hv r hr)
  obtain ⟨hb, hn⟩ := bond_order_balance (hv r hr)
  refine ⟨?_, ?_, ?_⟩
  · have hp : HasDerivAt (fun s : ℝ => s ^ 2) (2 * r) r := by
      simpa using hasDerivAt_pow 2 r
    have ht : HasDerivAt (fun s : ℝ => C / s ^ 2) (-(2 * (C / r ^ 2) / r)) r :=
      ((hasDerivAt_const r C).fun_div hp (by positivity)).congr_deriv (by
        field_simp
        ring)
    have hev : ∀ᶠ s in 𝓝 r, IsGroundState (bondHamiltonian D (C / s ^ 2)) (v s) := by
      filter_upwards [Ioi_mem_nhds hr] with s hs using hv s hs
    exact (dynamicalCharge_of_exponent hD hr.ne' ht hev).congr_deriv (by ring)
  · -- a non-zero coupling gives a non-zero bond order, hence q² < 1
    have hbo : 2 * v r 0 * v r 1 ≠ 0 := by
      intro h
      rw [h, mul_zero] at hb
      have : 0 < 2 * (C / r ^ 2) * siteCharge (v r) := by positivity
      linarith
    have h1 : 0 < 1 - siteCharge (v r) ^ 2 := by
      have : 0 < (2 * v r 0 * v r 1) ^ 2 := by positivity
      linarith
    nlinarith [mul_pos hq h1]
  · have h : 0 ≤ 2 * (siteCharge (v r) - √2 / 2) ^ 2 * (siteCharge (v r) + √2) := by
      positivity
    linarith [charge_gap (siteCharge (v r))]
```

## (h) The bond length of largest dynamical charge

**Task.** Under the assumptions of (g), show that

d(r q)/dr = √2 exactly when D r² = 2C.

**Solution.** By (f), equality requires (q − √2/2)² (q + √2) = 0. The second factor is positive, so the condition is q = √2/2, which for q > 0 is the same as q² = 1/2. Since q² (D² + 4t²) = D², this means D² = 4t². Both D and t are positive, so D = 2t = 2C/r².

In Lean, `hs` is the relation between q² and D², and `hDt` rewrites D r² = 2C as D = 2t. The two directions of the equivalence then follow the argument above.

```lean
/-- For `D, C > 0` and coupling `C/r²`, the dynamical charge equals `√2` at the bond length
`r > 0` exactly when `D r² = 2C`. -/
theorem dynamicalCharge_eq_sqrt_two_iff {D C r : ℝ} (hD : 0 < D) (hC : 0 < C) (hr : 0 < r)
    {v : ℝ → Fin 2 → ℝ}
    (hv : ∀ s, 0 < s → IsGroundState (bondHamiltonian D (C / s ^ 2)) (v s)) :
    deriv (fun s => s * siteCharge (v s)) r = √2 ↔ D * r ^ 2 = 2 * C := by
  rw [(dynamicalCharge hD hC hr hv).1.deriv]
  have hq := siteCharge_pos hD (hv r hr)
  obtain ⟨hb, hn⟩ := bond_order_balance (hv r hr)
  have hgap := charge_gap (siteCharge (v r))
  have h2 : √2 ^ 2 = (2 : ℝ) := Real.sq_sqrt (by norm_num)
  have ht : 0 < C / r ^ 2 := by positivity
  have hs : (D ^ 2 + 4 * (C / r ^ 2) ^ 2) * siteCharge (v r) ^ 2 = D ^ 2 := by
    linear_combination D ^ 2 * hn -
      (D * (2 * v r 0 * v r 1) + 2 * (C / r ^ 2) * siteCharge (v r)) * hb
  have hDt : D * r ^ 2 = 2 * C ↔ D = 2 * (C / r ^ 2) := by
    rw [← mul_div_assoc, eq_div_iff (by positivity)]
  rw [hDt]
  generalize siteCharge (v r) = q at hq hgap hs ⊢
  generalize C / r ^ 2 = t at ht hs ⊢
  have hpos : 0 < q + √2 := by positivity
  constructor
  · intro h
    have hz : 2 * (q - √2 / 2) ^ 2 * (q + √2) = 0 := by linarith
    have hz2 : (q - √2 / 2) ^ 2 = 0 := by
      have := (mul_eq_zero.1 hz).resolve_right hpos.ne'
      linarith
    have hz3 : q - √2 / 2 = 0 := pow_eq_zero_iff (two_ne_zero) |>.1 hz2
    have hq2 : q ^ 2 = 1 / 2 := by
      linear_combination (q + √2 / 2) * hz3 + h2 / 4
    refine (sq_eq_sq₀ hD.le (by positivity)).1 ?_
    linear_combination (-2) * hs + 2 * (D ^ 2 + 4 * t ^ 2) * hq2
  · intro h
    have hz : D ^ 2 * (2 * q ^ 2 - 1) = 0 := by
      linear_combination hs + q ^ 2 * (D + 2 * t) * h
    have hq2 := (mul_eq_zero.1 hz).resolve_left (by positivity)
    have hq3 : q = √2 / 2 := by
      refine (sq_eq_sq₀ hq.le (by positivity)).1 ?_
      linear_combination hq2 / 2 - h2 / 4
    have hz3 : q - √2 / 2 = 0 := by linarith
    rw [hz3] at hgap
    linarith

end

end BondCharge
```

```lean
#print axioms BondCharge.dynamicalCharge_eq_sqrt_two_iff
-- 'BondCharge.dynamicalCharge_eq_sqrt_two_iff' depends on axioms: [propext, Classical.choice, Quot.sound]
```

## A worked instance at r = 2 Å

Take the illustrative values D = 6 eV, C = 16 eV Å² and r = 2 Å. Then t = 4 eV and h = 5 eV, and the normalised ground state is

v = (4, 8)/√80 = (1, 2)/√5.

The populations are 0.2 and 0.8, so q = 0.6 and b = 0.8. The balance in (c) reads 6 · 0.8 = 2 · 4 · 0.6 = 4.8, in eV. The dynamical charge is

3 · 0.6 − 2 · 0.216 = 1.368,

which lies between 0.6 and √2 ≈ 1.414. The largest value occurs at r = √(32/6) ≈ 2.31 Å.
